# Exponential loss of effective walkers when independent, identically distributed, non-constant positive weights accumulate without branching

The steps are independent and share one distribution, so the probability of a path is a product. A path of \(n\) steps is a function \(x\) from the step numbers \(i=0,\dots,n-1\) to a finite set \(\Omega\) of outcomes. If outcome \(\omega\) has probability \(p(\omega)\) and multiplies the walker's weight by \(w(\omega)>0\), the path has probability and accumulated weight
\[
P_n(x)=\prod_i p(x_i),\qquad W_n(x)=\prod_i w(x_i).
\]

## The effective fraction is a power of its one-step value

Write \(E\) for the expectation, under \(p\) for one step and under \(P_n\) for a path. The effective fraction of a weight is its squared mean divided by its mean square. If \(w\) takes two different values on the support of \(p\), then
\[
\frac{(E W_n)^2}{E(W_n^2)}=r^n,\qquad r=\frac{(E w)^2}{E(w^2)},\qquad 0<r<1,
\]
so the fraction tends to zero as \(n\) grows.

## Carried weights in diffusion Monte Carlo

A diffusion Monte Carlo code can carry the branching factors as weights instead of copying and deleting walkers. For \(N\) independent walkers with weights \(W^{(k)}\), the ratio \((\sum_k W^{(k)})^2/(N\sum_k (W^{(k)})^2)\) estimates the effective fraction when \(N\) is large enough. The ratio never falls below \(1/N\), so at fixed \(N\) it cannot follow the effective fraction to zero. The formula shows how fast the effective fraction falls in a model where successive factors are independent and identically distributed; in a real run they are correlated through the walker's position.

For two equally likely factors \(1\pm a\) with \(0<a<1\), the mean is \(1\) and the mean square is \(\tfrac12(1+a)^2+\tfrac12(1-a)^2=1+a^2\), so \(r=1/(1+a^2)\). With \(a=0.1\) the fraction drops below one half after 70 steps.

## Factorised moments and a positive variance

The sum over all paths factorises:
\[
E W_n=\sum_x\prod_i p(x_i)w(x_i)=\Big(\sum_\omega p(\omega)w(\omega)\Big)^n=(E w)^n .
\]
Since \(W_n^2\) is the path product of \(w^2\), also \(E(W_n^2)=(E(w^2))^n\). Dividing gives \(r^n\).

For the bound on \(r\), expand the squared deviation from a constant \(c\), using \(\sum_\omega p(\omega)=1\):
\[
E\big((w-c)^2\big)=E(w^2)-2c\,E w+c^2 .
\]
With \(c=E w\) the right side is \(E(w^2)-(E w)^2\). Two different values on the support cannot both equal the mean, so some outcome of positive probability contributes a positive term. Hence \((E w)^2<E(w^2)\) and \(r<1\). Positive weights give \(r>0\), and therefore \(r^n\to0\).

Conversely, if \(w=c\) on the support, the left side vanishes and \(E(w^2)-(E w)^2=-(E w-c)^2\le0\), so \(r\) is not below one.

The relative variance \(v=E((w-E w)^2)/(E w)^2\) equals \(E(w^2)/(E w)^2-1\) when \(E w\ne0\). Applied to \(W_n\), the same identity gives \((1+v)^n-1\).

In Lean 4 with Mathlib:

```lean
import Mathlib

open Filter Topology

namespace BranchlessWalkers

noncomputable section

variable {Ω : Type*} [Fintype Ω] {p : Ω → ℝ}

/-- The expectation of `f` when the outcome `x` has probability `p x`. -/
def mean (p f : Ω → ℝ) : ℝ := ∑ x, p x * f x

/-- The product of a one-step quantity `g` along a path of `n` steps. Applied to the step
probability it is the probability of a path with independent steps, applied to the step weight
it is the accumulated weight. -/
def pathProd (g : Ω → ℝ) (n : ℕ) (x : Fin n → Ω) : ℝ := ∏ i, g (x i)

/-- The effective walker fraction `(E f)² / E(f²)` of a weight `f`, for `E(f²) ≠ 0`. -/
def walkerFraction (p f : Ω → ℝ) : ℝ := mean p f ^ 2 / mean p (fun x => f x ^ 2)

/-- The variance of a weight `f` divided by its squared mean, for `E f ≠ 0`. -/
def relVariance (p f : Ω → ℝ) : ℝ :=
  mean p (fun x => (f x - mean p f) ^ 2) / mean p f ^ 2

/-- The mean accumulated weight after `n` independent steps is the `n`-th power of the mean
step weight. -/
theorem mean_path (p w : Ω → ℝ) (n : ℕ) :
    mean (pathProd p n) (pathProd w n) = mean p w ^ n := by
  simp only [mean, pathProd, Fintype.sum_pow, Finset.prod_mul_distrib]

/-- The mean squared accumulated weight after `n` independent steps is the `n`-th power of the
mean squared step weight. -/
theorem mean_path_sq (p w : Ω → ℝ) (n : ℕ) :
    mean (pathProd p n) (fun x => pathProd w n x ^ 2) = mean p (fun x => w x ^ 2) ^ n := by
  have h : (fun x => pathProd w n x ^ 2) = pathProd (fun a => w a ^ 2) n := by
    funext x
    simp only [pathProd, Finset.prod_pow]
  rw [h, mean_path]

/-- For probabilities that sum to one, the mean squared deviation of `f` from a constant `c`
is `E(f²) - 2 c E f + c²`. -/
theorem mean_sq_dev (h1 : ∑ x, p x = 1) (f : Ω → ℝ) (c : ℝ) :
    mean p (fun x => (f x - c) ^ 2)
      = mean p (fun x => f x ^ 2) - 2 * c * mean p f + c ^ 2 := by
  have h : ∀ x, p x * (f x - c) ^ 2
      = p x * f x ^ 2 - 2 * c * (p x * f x) + c ^ 2 * p x := fun x => by ring
  simp only [mean, h, Finset.sum_add_distrib, Finset.sum_sub_distrib, ← Finset.mul_sum, h1,
    mul_one]

/-- A nonnegative quantity that is positive at some outcome of positive probability has a
positive mean. -/
theorem mean_pos (hp : ∀ x, 0 ≤ p x) {f : Ω → ℝ} (hf : ∀ x, 0 ≤ f x) {z : Ω}
    (hz : 0 < p z) (hfz : 0 < f z) : 0 < mean p f := by
  unfold mean
  exact Finset.sum_pos' (fun x _ => mul_nonneg (hp x) (hf x))
    ⟨z, Finset.mem_univ z, mul_pos hz hfz⟩

/-- For a probability distribution `p` and a positive weight `w`, the effective walker fraction
is below one exactly when `w` takes two different values on the support of `p`. -/
theorem walkerFraction_lt_one_iff (hp : ∀ x, 0 ≤ p x) (h1 : ∑ x, p x = 1)
    {w : Ω → ℝ} (hw : ∀ x, 0 < w x) :
    walkerFraction p w < 1 ↔ ∃ x y, 0 < p x ∧ 0 < p y ∧ w x ≠ w y := by
  -- some outcome has positive probability
  obtain ⟨x₀, _, h0⟩ := Finset.exists_ne_zero_of_sum_ne_zero
    (show ∑ x, p x ≠ 0 by rw [h1]; exact one_ne_zero)
  have hx₀ : 0 < p x₀ := lt_of_le_of_ne (hp x₀) (Ne.symm h0)
  have hs : 0 < mean p (fun x => w x ^ 2) :=
    mean_pos hp (fun x => sq_nonneg (w x)) hx₀ (pow_pos (hw x₀) 2)
  rw [walkerFraction, div_lt_one hs]
  constructor
  · intro hlt
    by_contra hne
    -- a weight constant on the support has no spread around its value there
    have hz : mean p (fun x => (w x - w x₀) ^ 2) = 0 := by
      unfold mean
      apply Finset.sum_eq_zero
      intro x _
      rcases (hp x).eq_or_lt with h | h
      · rw [← h, zero_mul]
      · have hx : w x = w x₀ := by_contra fun hh => hne ⟨x, x₀, h, hx₀, hh⟩
        simp [hx]
    rw [mean_sq_dev h1] at hz
    nlinarith [sq_nonneg (mean p w - w x₀)]
  · rintro ⟨x, y, hx, hy, hxy⟩
    -- one of the two values differs from the mean, so the variance is positive
    obtain ⟨z, hz, hzm⟩ : ∃ z, 0 < p z ∧ w z ≠ mean p w := by
      by_cases h : w x = mean p w
      · exact ⟨y, hy, fun h' => hxy (h.trans h'.symm)⟩
      · exact ⟨x, hx, h⟩
    have hd : 0 < (w z - mean p w) ^ 2 := by
      have := sub_ne_zero.mpr hzm
      positivity
    have hv : 0 < mean p (fun x => (w x - mean p w) ^ 2) :=
      mean_pos hp (fun x => sq_nonneg (w x - mean p w)) hz hd
    rw [mean_sq_dev h1] at hv
    nlinarith

/-- Let a positive step weight `w` take two different values on the support of the probability
distribution `p`. Without branching, the effective walker fraction after `n` independent steps
is `r ^ n`, where the one-step fraction `r` lies strictly between zero and one, and it tends to
zero as `n` grows. -/
theorem walkerFraction_decay (hp : ∀ x, 0 ≤ p x) (h1 : ∑ x, p x = 1)
    {w : Ω → ℝ} (hw : ∀ x, 0 < w x) (hne : ∃ x y, 0 < p x ∧ 0 < p y ∧ w x ≠ w y) :
    (∀ n, walkerFraction (pathProd p n) (pathProd w n) = walkerFraction p w ^ n) ∧
    0 < walkerFraction p w ∧ walkerFraction p w < 1 ∧
    Tendsto (fun n => walkerFraction (pathProd p n) (pathProd w n)) atTop (𝓝 0) := by
  have hlt := (walkerFraction_lt_one_iff hp h1 hw).mpr hne
  obtain ⟨x, _, hx, _, _⟩ := hne
  have hpos : 0 < walkerFraction p w :=
    div_pos (pow_pos (mean_pos hp (fun x => (hw x).le) hx (hw x)) 2)
      (mean_pos hp (fun x => sq_nonneg (w x)) hx (pow_pos (hw x) 2))
  -- both moments factorise over the steps
  have hpow : ∀ n, walkerFraction (pathProd p n) (pathProd w n) = walkerFraction p w ^ n := by
    intro n
    unfold walkerFraction
    rw [mean_path, mean_path_sq, div_pow, ← pow_mul, ← pow_mul, mul_comm n 2]
  refine ⟨hpow, hpos, hlt, ?_⟩
  simp only [hpow]
  exact tendsto_pow_atTop_nhds_zero_of_lt_one hpos.le hlt

/-- For probabilities that sum to one and a weight of nonzero mean, the relative variance is
`E(f²) / (E f)² - 1`. -/
theorem relVariance_eq (h1 : ∑ x, p x = 1) {f : Ω → ℝ} (hm : mean p f ≠ 0) :
    relVariance p f = mean p (fun x => f x ^ 2) / mean p f ^ 2 - 1 := by
  have h : mean p (fun x => (f x - mean p f) ^ 2)
      = mean p (fun x => f x ^ 2) - mean p f ^ 2 := by
    rw [mean_sq_dev h1]
    ring
  rw [relVariance, h, sub_div, div_self (pow_ne_zero 2 hm)]

/-- For probabilities that sum to one and a step weight of nonzero mean with relative variance
`v`, the accumulated weight after `n` independent steps has relative variance
`(1 + v) ^ n - 1`. -/
theorem relVariance_path (h1 : ∑ x, p x = 1) {w : Ω → ℝ} (hm : mean p w ≠ 0) (n : ℕ) :
    relVariance (pathProd p n) (pathProd w n) = (1 + relVariance p w) ^ n - 1 := by
  -- the path probabilities sum to one
  have hn : ∑ x, pathProd p n x = 1 := by
    have h := Fintype.sum_pow p n
    rw [h1, one_pow] at h
    exact h.symm
  have hmn : mean (pathProd p n) (pathProd w n) ≠ 0 := by
    rw [mean_path]
    exact pow_ne_zero n hm
  rw [relVariance_eq hn hmn, relVariance_eq h1 hm, mean_path, mean_path_sq, add_sub_cancel,
    div_pow, ← pow_mul, ← pow_mul, mul_comm n 2]

/-- For two equally likely weights `1 + a` and `1 - a` the one-step effective walker fraction
is `1 / (1 + a²)`. -/
theorem walkerFraction_two_point (a : ℝ) :
    walkerFraction (fun _ : Fin 2 => 1 / 2) ![1 + a, 1 - a] = 1 / (1 + a ^ 2) := by
  have hm : mean (fun _ : Fin 2 => 1 / 2) ![1 + a, 1 - a] = 1 := by
    rw [mean, Fin.sum_univ_two]
    show 1 / 2 * (1 + a) + 1 / 2 * (1 - a) = 1
    ring
  have hs : mean (fun _ : Fin 2 => 1 / 2) (fun x => ![1 + a, 1 - a] x ^ 2) = 1 + a ^ 2 := by
    rw [mean, Fin.sum_univ_two]
    show 1 / 2 * (1 + a) ^ 2 + 1 / 2 * (1 - a) ^ 2 = 1 + a ^ 2
    ring
  rw [walkerFraction, hm, hs, one_pow]

end

end BranchlessWalkers
```

```lean
#print axioms BranchlessWalkers.walkerFraction_decay
#print axioms BranchlessWalkers.relVariance_path
#print axioms BranchlessWalkers.walkerFraction_two_point
```

```
'BranchlessWalkers.walkerFraction_decay' depends on axioms: [propext, Classical.choice, Quot.sound]
'BranchlessWalkers.relVariance_path' depends on axioms: [propext, Classical.choice, Quot.sound]
'BranchlessWalkers.walkerFraction_two_point' depends on axioms: [propext, Classical.choice, Quot.sound]
```

## Reading the theorems and their hypotheses

In `walkerFraction_decay`, `hp` and `h1` make `p` a probability distribution, `hw` makes the weight positive on all of \(\Omega\), and `hne` supplies two outcomes of positive probability with different weights. `mean` is \(E\), and `pathProd` builds both \(P_n\) and \(W_n\). The power law includes \(n=0\), where the fraction is 1.

`mean_path` factorises the sum with `Fintype.sum_pow`, and `mean_path_sq` applies it to the squared weight. `mean_sq_dev` is the expansion around \(c\), and `mean_pos` turns one positive term into a positive mean. `walkerFraction_lt_one_iff` uses them for both directions of the criterion, with `nlinarith` closing the final inequalities. The main theorem then combines these results with the limit of powers of a number below one. `relVariance_eq` and `relVariance_path` treat the variance, for which a nonzero mean replaces positivity of the weight; `walkerFraction_two_point` is the example.

The different values in `hne` must lie on the support. Take two outcomes with \(p=(1,0)\) and \(w=(1,2)\): the weight varies over \(\Omega\), yet \(r=1\) and the fraction stays at 1 for every \(n\).

The theorems concern expectations over a finite outcome set with the same distribution at every step. They give no error bar for the ratio measured with \(N\) walkers, no rate for correlated local energies, and no statement about the bias or efficiency of a branching scheme.
